# Solving the semiclassical equations of motion for the velocities when 1 + B · Ω ≠ 0

The semiclassical equations for an electron in a magnetic field B and Berry curvature Ω couple its two velocities: r' = gE − k' × Ω and k' = −gV − r' × B, with ħ = 1 and charge −1. Here gE and gV stand for the band-energy and potential-energy gradients, and all the quantities are arbitrary real three-component vectors. The lemma `equationsOfMotion_iff_velocity` says that, if D = 1 + B · Ω is nonzero, these equations hold exactly when r' = (gE − Ω × gV + (gE · Ω)B)/D and k' = (−gV + B × gE − (gV · B)Ω)/D. The forward direction divides the identities of an earlier lemma by D. The converse puts the explicit velocities into the equations, writes `e` for 1/D, and checks each component using only `e` · D = 1.

The failing Lean file:

```lean
import Mathlib

open Matrix

namespace EquationsOfMotionIffVelocity

noncomputable section

/-- Vectors of position space or of crystal-momentum space. -/
abbrev Vec := Fin 3 → ℝ

/-- The modified phase-space density `1 + B · Ω`. -/
def density (B Ω : Vec) : ℝ := 1 + B ⬝ᵥ Ω

/-- The semiclassical equations of motion for the velocities `r'` and `k'`, with potential energy
gradient `gV` and band-energy gradient `gE`, in units with `ħ = 1` and electron charge `-1`. -/
def EquationsOfMotion (B Ω gV gE r' k' : Vec) : Prop :=
  r' = gE - k' ⨯₃ Ω ∧ k' = -gV - r' ⨯₃ B

/-- The vector `gE - Ω × gV + (gE · Ω) B`. -/
def positionFlux (B Ω gV gE : Vec) : Vec := gE - Ω ⨯₃ gV + (gE ⬝ᵥ Ω) • B

/-- The vector `-gV + B × gE - (gV · B) Ω`. -/
def momentumFlux (B Ω gV gE : Vec) : Vec := -gV + B ⨯₃ gE - (gV ⬝ᵥ B) • Ω

/-- Along the semiclassical motion, the velocities multiplied by the modified density are
explicit polynomials in the fields and the energy gradients. -/
theorem density_smul_velocity {B Ω gV gE r' k' : Vec}
    (h : EquationsOfMotion B Ω gV gE r' k') :
    density B Ω • r' = positionFlux B Ω gV gE ∧
      density B Ω • k' = momentumFlux B Ω gV gE := by
  have a0 : r' 0 = gE 0 - (k' 1 * Ω 2 - k' 2 * Ω 1) := by
    simpa [cross_apply] using congrFun h.1 0
  have a1 : r' 1 = gE 1 - (k' 2 * Ω 0 - k' 0 * Ω 2) := by
    simpa [cross_apply] using congrFun h.1 1
  have a2 : r' 2 = gE 2 - (k' 0 * Ω 1 - k' 1 * Ω 0) := by
    simpa [cross_apply] using congrFun h.1 2
  have b0 : k' 0 = -gV 0 - (r' 1 * B 2 - r' 2 * B 1) := by
    simpa [cross_apply] using congrFun h.2 0
  have b1 : k' 1 = -gV 1 - (r' 2 * B 0 - r' 0 * B 2) := by
    simpa [cross_apply] using congrFun h.2 1
  have b2 : k' 2 = -gV 2 - (r' 0 * B 1 - r' 1 * B 0) := by
    simpa [cross_apply] using congrFun h.2 2
  -- eliminate one velocity from the equation of the other, component by component
  constructor
  · ext i
    fin_cases i <;>
      simp [density, positionFlux, cross_apply, dotProduct, Fin.sum_univ_three, vecHead, vecTail]
    · linear_combination a0 + B 0 * (Ω 0 * a0 + Ω 1 * a1 + Ω 2 * a2) - (Ω 2 * b1 - Ω 1 * b2)
    · linear_combination a1 + B 1 * (Ω 0 * a0 + Ω 1 * a1 + Ω 2 * a2) - (Ω 0 * b2 - Ω 2 * b0)
    · linear_combination a2 + B 2 * (Ω 0 * a0 + Ω 1 * a1 + Ω 2 * a2) - (Ω 1 * b0 - Ω 0 * b1)
  · ext i
    fin_cases i <;>
      simp [density, momentumFlux, cross_apply, dotProduct, Fin.sum_univ_three, vecHead, vecTail]
    · linear_combination b0 + Ω 0 * (B 0 * b0 + B 1 * b1 + B 2 * b2) - (B 2 * a1 - B 1 * a2)
    · linear_combination b1 + Ω 1 * (B 0 * b0 + B 1 * b1 + B 2 * b2) - (B 0 * a2 - B 2 * a0)
    · linear_combination b2 + Ω 2 * (B 0 * b0 + B 1 * b1 + B 2 * b2) - (B 1 * a0 - B 0 * a1)

/-- Where the modified density does not vanish, the equations of motion hold exactly for the
velocities obtained by dividing the two explicit fluxes by that density. -/
theorem equationsOfMotion_iff_velocity {B Ω : Vec} (hD : density B Ω ≠ 0)
    (gV gE r' k' : Vec) :
    EquationsOfMotion B Ω gV gE r' k' ↔
      r' = (density B Ω)⁻¹ • positionFlux B Ω gV gE ∧
        k' = (density B Ω)⁻¹ • momentumFlux B Ω gV gE := by
  constructor
  · intro h
    have hf := density_smul_velocity h
    exact ⟨(eq_inv_smul_iff₀ hD).mpr hf.1, (eq_inv_smul_iff₀ hD).mpr hf.2⟩
  · rintro ⟨rfl, rfl⟩
    have h := inv_mul_cancel₀ hD
    generalize (density B Ω)⁻¹ = e at h ⊢
    simp only [density, dotProduct, Fin.sum_univ_three] at h
    constructor
    · ext i
      fin_cases i <;>
        simp [positionFlux, momentumFlux, cross_apply, dotProduct, Fin.sum_univ_three]
      · linear_combination gE 0 * h
      · linear_combination gE 1 * h
      · linear_combination gE 2 * h
    · ext i
      fin_cases i <;>
        simp [positionFlux, momentumFlux, cross_apply, dotProduct, Fin.sum_univ_three]
      · linear_combination -gV 0 * h
      · linear_combination -gV 1 * h
      · linear_combination -gV 2 * h

end

end EquationsOfMotionIffVelocity
```

The error:

```
Main.lean:78:8: error: ring failed, ring expressions not equal
B Ω : Vec
hD : density B Ω ≠ 0
gV gE : Vec
e : ℝ
h : e * (1 + (B 0 * Ω 0 + B 1 * Ω 1 + B 2 * Ω 2)) = 1
⊢ e * vecHead gE - e * Ω 1 * gV 2 - e * Ω 1 * B 0 * gE 1 + e * Ω 1 * vecHead (vecTail (vecTail gV)) +
                    e * Ω 1 * vecHead (vecTail (vecTail ((gV 0 * B 0 + gV 1 * B 1 + gV 2 * B 2) • Ω))) +
                  e * Ω 2 * gV 1 -
                e * Ω 2 * vecHead (vecTail gV) -
              e * Ω 2 * B 0 * gE 2 -
            e * Ω 2 * vecHead (vecTail ((gV 0 * B 0 + gV 1 * B 1 + gV 2 * B 2) • Ω)) +
          e * vecHead ((gE 0 * Ω 0 + gE 1 * Ω 1 + gE 2 * Ω 2) • B) -
        e * gE 0 -
      e * gE 0 * B 0 * Ω 0 =
    0
Main.lean:79:8: error: ring failed, ring expressions not equal
B Ω : Vec
hD : density B Ω ≠ 0
gV gE : Vec
e : ℝ
h : e * (1 + (B 0 * Ω 0 + B 1 * Ω 1 + B 2 * Ω 2)) = 1
⊢ e * vecHead (vecTail gE) - e * Ω 2 * gV 0 - e * Ω 2 * B 1 * gE 2 + e * Ω 2 * vecHead gV +
                    e * Ω 2 * vecHead ((gV 0 * B 0 + gV 1 * B 1 + gV 2 * B 2) • Ω) +
                  e * Ω 0 * gV 2 -
                e * Ω 0 * vecHead (vecTail (vecTail gV)) -
              e * Ω 0 * B 1 * gE 0 -
            e * Ω 0 * vecHead (vecTail (vecTail ((gV 0 * B 0 + gV 1 * B 1 + gV 2 * B 2) • Ω))) +
          e * vecHead (vecTail ((gE 0 * Ω 0 + gE 1 * Ω 1 + gE 2 * Ω 2) • B)) -
        e * gE 1 -
      e * gE 1 * B 1 * Ω 1 =
    0
Main.lean:80:8: error: ring failed, ring expressions not equal
B Ω : Vec
hD : density B Ω ≠ 0
gV gE : Vec
e : ℝ
h : e * (1 + (B 0 * Ω 0 + B 1 * Ω 1 + B 2 * Ω 2)) = 1
⊢ e * vecHead (vecTail (vecTail gE)) - e * Ω 0 * gV 1 - e * Ω 0 * B 2 * gE 0 + e * Ω 0 * vecHead (vecTail gV) +
                    e * Ω 0 * vecHead (vecTail ((gV 0 * B 0 + gV 1 * B 1 + gV 2 * B 2) • Ω)) +
                  e * Ω 1 * gV 0 -
                e * Ω 1 * vecHead gV -
              e * Ω 1 * B 2 * gE 1 -
            e * Ω 1 * vecHead ((gV 0 * B 0 + gV 1 * B 1 + gV 2 * B 2) • Ω) +
          e * vecHead (vecTail (vecTail ((gE 0 * Ω 0 + gE 1 * Ω 1 + gE 2 * Ω 2) • B))) -
        e * gE 2 -
      e * gE 2 * B 2 * Ω 2 =
    0
Main.lean:84:8: error: ring failed, ring expressions not equal
B Ω : Vec
hD : density B Ω ≠ 0
gV gE : Vec
e : ℝ
h : e * (1 + (B 0 * Ω 0 + B 1 * Ω 1 + B 2 * Ω 2)) = 1
⊢ -(e * vecHead gV) + e * B 1 * gE 2 + e * B 1 * Ω 0 * gV 1 - e * B 1 * vecHead (vecTail (vecTail gE)) -
                    e * B 1 * vecHead (vecTail (vecTail ((gE 0 * Ω 0 + gE 1 * Ω 1 + gE 2 * Ω 2) • B))) -
                  e * B 2 * gE 1 +
                e * B 2 * vecHead (vecTail gE) +
              e * B 2 * Ω 0 * gV 2 +
            e * B 2 * vecHead (vecTail ((gE 0 * Ω 0 + gE 1 * Ω 1 + gE 2 * Ω 2) • B)) -
          e * vecHead ((gV 0 * B 0 + gV 1 * B 1 + gV 2 * B 2) • Ω) +
        e * gV 0 +
      e * gV 0 * Ω 0 * B 0 =
    0
Main.lean:85:8: error: ring failed, ring expressions not equal
B Ω : Vec
hD : density B Ω ≠ 0
gV gE : Vec
e : ℝ
h : e * (1 + (B 0 * Ω 0 + B 1 * Ω 1 + B 2 * Ω 2)) = 1
⊢ -(e * vecHead (vecTail gV)) + e * B 2 * gE 0 + e * B 2 * Ω 1 * gV 2 - e * B 2 * vecHead gE -
                    e * B 2 * vecHead ((gE 0 * Ω 0 + gE 1 * Ω 1 + gE 2 * Ω 2) • B) -
                  e * B 0 * gE 2 +
                e * B 0 * vecHead (vecTail (vecTail gE)) +
              e * B 0 * Ω 1 * gV 0 +
            e * B 0 * vecHead (vecTail (vecTail ((gE 0 * Ω 0 + gE 1 * Ω 1 + gE 2 * Ω 2) • B))) -
          e * vecHead (vecTail ((gV 0 * B 0 + gV 1 * B 1 + gV 2 * B 2) • Ω)) +
        e * gV 1 +
      e * gV 1 * Ω 1 * B 1 =
    0
Main.lean:86:8: error: ring failed, ring expressions not equal
B Ω : Vec
hD : density B Ω ≠ 0
gV gE : Vec
e : ℝ
h : e * (1 + (B 0 * Ω 0 + B 1 * Ω 1 + B 2 * Ω 2)) = 1
⊢ -(e * vecHead (vecTail (vecTail gV))) + e * B 0 * gE 1 + e * B 0 * Ω 2 * gV 0 - e * B 0 * vecHead (vecTail gE) -
                    e * B 0 * vecHead (vecTail ((gE 0 * Ω 0 + gE 1 * Ω 1 + gE 2 * Ω 2) • B)) -
                  e * B 1 * gE 0 +
                e * B 1 * vecHead gE +
              e * B 1 * Ω 2 * gV 1 +
            e * B 1 * vecHead ((gE 0 * Ω 0 + gE 1 * Ω 1 + gE 2 * Ω 2) • B) -
          e * vecHead (vecTail (vecTail ((gV 0 * B 0 + gV 1 * B 1 + gV 2 * B 2) • Ω))) +
        e * gV 2 +
      e * gV 2 * Ω 2 * B 2 =
    0
```

What went wrong. All six errors are in the converse, one for each component of the two equations. After `simp`, the goals still contain terms such as `vecHead gE` and `vecHead (vecTail gV)`. These are the entries `gE 0` and `gV 1` under other names, but `ring`, which does the final check for `linear_combination`, doesn't unfold them and treats them as unrelated quantities. Terms that should cancel therefore remain. Scaled vectors are also stuck inside `vecHead`, so their entries are never multiplied out.

The repair adds `vecHead` and `vecTail` to both `simp` calls, as the earlier lemma already does. `simp` then unfolds these definitions, and the goals become polynomials in the ordinary entries. The `linear_combination` lines were right all along and now succeed unchanged. The added comment is mere tidying.

After these edits no error is left:

```diff
@@ -69,4 +69,5 @@
     exact ⟨(eq_inv_smul_iff₀ hD).mpr hf.1, (eq_inv_smul_iff₀ hD).mpr hf.2⟩
   · rintro ⟨rfl, rfl⟩
+    -- only the relation between the density and its inverse is needed
     have h := inv_mul_cancel₀ hD
     generalize (density B Ω)⁻¹ = e at h ⊢
@@ -75,5 +76,6 @@
     · ext i
       fin_cases i <;>
-        simp [positionFlux, momentumFlux, cross_apply, dotProduct, Fin.sum_univ_three]
+        simp [positionFlux, momentumFlux, cross_apply, dotProduct, Fin.sum_univ_three,
+          vecHead, vecTail]
       · linear_combination gE 0 * h
       · linear_combination gE 1 * h
@@ -81,5 +83,6 @@
     · ext i
       fin_cases i <;>
-        simp [positionFlux, momentumFlux, cross_apply, dotProduct, Fin.sum_univ_three]
+        simp [positionFlux, momentumFlux, cross_apply, dotProduct, Fin.sum_univ_three,
+          vecHead, vecTail]
       · linear_combination -gV 0 * h
       · linear_combination -gV 1 * h
```
